# In Nosé's extended system, the weight sⁿ gives Boltzmann factors at kT exactly when g = n + 1

Setting up a constant-temperature molecular dynamics run with Nosé's thermostat includes choosing a number g, the prefactor of the thermostat's logarithmic potential. With Nf the number of independent momenta, the value called for is either Nf or Nf + 1, depending on how the trajectory is sampled. For positive g and positive target thermal energy kT, both values follow from one integral over one variable.

## The energy that multiplies out the scale variable

Nosé's system adds to the positions q and momenta p a scale variable s > 0 with its own momentum p_s and inertia Q. The energy is

H = Σᵢ pᵢ²/(2mᵢs²) + φ(q) + p_s²/(2Q) + g kT ln s.

The physical, or real, momenta are πᵢ = pᵢ/s; the pᵢ are called virtual. Written with the πᵢ, everything except the last term is independent of s. Call it h:

h = Σᵢ πᵢ²/(2mᵢ) + φ(q) + p_s²/(2Q).

In a Born–Oppenheimer run on the electronic ground state, φ is the ground-state energy of the electrons at fixed nuclei plus the repulsion between the nuclei, but only the value of h enters what follows. In the code h is therefore a real number, as are g, kT and the total energy E.

```lean
import Mathlib

open MeasureTheory

namespace NoseThermostat

noncomputable section
```

At given h, the total energy stays at or below E when

s > 0 and h + g kT ln s ≤ E.

```lean
/-- The values of the scale variable `s > 0` for which the energy `h` of all other degrees of
freedom plus the thermostat potential `g kT ln s` does not exceed `E`. -/
def accessible (g kT E h : ℝ) : Set ℝ :=
  {s | 0 < s ∧ h + g * kT * Real.log s ≤ E}
```

## Volume and shell weight

Count the allowed values of s with a weight sⁿ, where n is a natural number still to be fixed by the sampling:

Ω(E, h) = ∫ sⁿ ds over the accessible s.

```lean
/-- The volume of the accessible region of `s`, counted with the weight `s ^ n`. -/
def phaseVolume (n : ℕ) (g kT E h : ℝ) : ℝ :=
  ∫ s in accessible g kT E h, s ^ n
```

The definition is the integral itself, with no closed form built in.

Microcanonical sampling concerns the thin shell between E and E + dE. The weight that this shell gives to each single choice of q, π and p_s with energy h is the rate at which the volume grows. (The probability of finding the energy h also depends on how many such choices share it.) In symbols:

ω(E, h) = ∂Ω(E, h)/∂E.

This is the same quantity as the integral of sⁿ δ(h + g kT ln s − E) over s, written without a delta function.

```lean
/-- The microcanonical weight of the energy `h`: the derivative of the phase volume with respect
to the total energy `E`. -/
def shellWeight (n : ℕ) (g kT E h : ℝ) : ℝ :=
  deriv (fun E' => phaseVolume n g kT E' h) E
```

The equations of motion of H advance in virtual time t, while real time t′ obeys dt′ = dt/s. Averaging at equal steps of real time therefore multiplies the weight of each state by 1/s. With the factor s^Nf that belongs to Nf momenta, the volume to be differentiated becomes

∫ s^Nf / s ds over the accessible s.

```lean
/-- The microcanonical weight for sampling at equal steps of real time, where the Jacobian `s ^ Nf`
is divided by `s`. It is the derivative in `E` of the integral of `s ^ Nf / s` over the accessible
`s`, and has this physical meaning for `Nf ≥ 1` and `g, kT > 0`. -/
def realTimeWeight (Nf : ℕ) (g kT E h : ℝ) : ℝ :=
  deriv (fun E' => ∫ s in accessible g kT E' h, s ^ Nf / s) E
```

## Nf momenta contribute the factor s^Nf

The phase-space volume of the extended system is measured in virtual momenta, whereas h depends on real ones. Substituting pᵢ = s πᵢ at fixed s gives dpᵢ = s dπᵢ for each of the Nf momenta, so for a function f of the real momenta

∫ f(p/s) dp₁…dp_Nf = s^Nf ∫ f(π) dπ₁…dπ_Nf.

Hence n = Nf for sampling at equal steps of virtual time.

```lean
/-- Integrating a function of the real momenta `p / s` over the `Nf` virtual momenta `p` gives
the Jacobian `s ^ Nf` times the integral over real momenta, for `s > 0`. -/
theorem momentum_jacobian (Nf : ℕ) (f : (Fin Nf → ℝ) → ℝ) {s : ℝ} (hs : 0 < s) :
    ∫ p : Fin Nf → ℝ, f (s⁻¹ • p) = s ^ Nf * ∫ p : Fin Nf → ℝ, f p := by
  have key := Measure.integral_comp_inv_smul_of_nonneg
    (volume : Measure (Fin Nf → ℝ)) f hs.le
  rw [key, Module.finrank_fin_fun, smul_eq_mul]
```

The type `Fin Nf → ℝ` is the space of lists of Nf real numbers, and `s⁻¹ • p` divides each entry by s. The proof takes the scaling rule for Lebesgue measure from Mathlib and inserts the dimension Nf. The link to `phaseVolume` is made by the reader, who sets n = Nf there.

## The accessible region is an interval

Because g kT is positive, dividing by it preserves the inequality:

h + g kT ln s ≤ E
⇔ ln s ≤ (E − h)/(g kT)
⇔ s ≤ exp((E − h)/(g kT)).

Call the last bound a. The accessible values are 0 < s ≤ a. Physically, positive g and kT make large s costly in energy, which is what bounds the region from above.

```lean
/-- For `g, kT > 0` the accessible values of `s` form the interval from zero (excluded) to
`exp ((E - h) / (g kT))` (included). -/
theorem accessible_eq {g kT : ℝ} (hg : 0 < g) (hkT : 0 < kT) (E h : ℝ) :
    accessible g kT E h = Set.Ioc 0 (Real.exp ((E - h) / (g * kT))) := by
  ext s
  simp only [accessible, Set.mem_ofPred_eq, Set.mem_Ioc]
  refine and_congr_right fun hs => ?_
  rw [← Real.log_le_iff_le_exp hs, le_div_iff₀ (mul_pos hg hkT)]
  constructor <;> intro H <;> linarith
```

`Set.Ioc 0 a` is the interval open at 0 and closed at a. The proof compares membership of a single s on both sides and follows the same chain of equivalences from right to left.

## Integrating the power

The integral is elementary:

Ω(E, h) = ∫₀ᵃ sⁿ ds = aⁿ⁺¹/(n + 1) = exp((n + 1)(E − h)/(g kT))/(n + 1).

The lower limit contributes nothing because 0ⁿ⁺¹ = 0, also for n = 0.

```lean
/-- For `g, kT > 0` the phase volume is `exp ((n + 1) (E - h) / (g kT)) / (n + 1)`. -/
theorem phaseVolume_eq (n : ℕ) {g kT : ℝ} (hg : 0 < g) (hkT : 0 < kT) (E h : ℝ) :
    phaseVolume n g kT E h =
      Real.exp (((n : ℝ) + 1) * (E - h) / (g * kT)) / ((n : ℝ) + 1) := by
  unfold phaseVolume
  rw [accessible_eq hg hkT, ← intervalIntegral.integral_of_le (Real.exp_pos _).le,
    integral_pow, zero_pow (Nat.succ_ne_zero n), sub_zero, ← Real.exp_nat_mul]
  push_cast
  rw [mul_div_assoc]
```

After replacing the region by the interval, `integral_pow` supplies the antiderivative, and `Real.exp_nat_mul` turns the power of the exponential into a multiple of its exponent.

## Differentiating in the total energy

The exponent is linear in E with slope (n + 1)/(g kT). The chain rule gives

ω(E, h) = exp((n + 1)(E − h)/(g kT)) · (n + 1)/(g kT) · 1/(n + 1)
= exp((n + 1)(E − h)/(g kT))/(g kT).

```lean
/-- For `g, kT > 0` the microcanonical weight is `exp ((n + 1) (E - h) / (g kT)) / (g kT)`. -/
theorem shellWeight_eq (n : ℕ) {g kT : ℝ} (hg : 0 < g) (hkT : 0 < kT) (E h : ℝ) :
    shellWeight n g kT E h =
      Real.exp (((n : ℝ) + 1) * (E - h) / (g * kT)) / (g * kT) := by
  have hn : (n : ℝ) + 1 ≠ 0 := by positivity
  have hf : (fun E' => phaseVolume n g kT E' h) = fun E' =>
      Real.exp (((n : ℝ) + 1) * (E' - h) / (g * kT)) / ((n : ℝ) + 1) :=
    funext fun E' => phaseVolume_eq n hg hkT E' h
  -- the exponent is linear in the total energy
  have lin : HasDerivAt (fun E' : ℝ => ((n : ℝ) + 1) * (E' - h) / (g * kT))
      (((n : ℝ) + 1) / (g * kT)) E :=
    ((((hasDerivAt_id' E).sub_const h).const_mul ((n : ℝ) + 1)).div_const
      (g * kT)).congr_deriv (by rw [mul_one])
  have alg : ∀ x : ℝ, x * (((n : ℝ) + 1) / (g * kT)) / ((n : ℝ) + 1) = x / (g * kT) := by
    intro x
    field_simp
  unfold shellWeight
  rw [hf]
  exact ((lin.exp.div_const ((n : ℝ) + 1)).congr_deriv (alg _)).deriv
```

The proof first replaces the volume by its closed form for every total energy (`hf`), since a derivative needs the function near E and not just its value there. The step `lin` is the slope of the exponent, and `alg` is the cancellation of n + 1.

## The temperature that a given g produces

Dividing the weights of two energies h₁ and h₂ removes the prefactor and the total energy:

ω(E, h₁)/ω(E, h₂) = exp(−(n + 1)(h₁ − h₂)/(g kT))
= exp(−(h₁ − h₂)/(g kT/(n + 1))).

The weights are always Boltzmann factors, but their thermal energy is g kT/(n + 1), which need not be the kT that was requested.

```lean
/-- For `g, kT > 0` the weights of two energies stand in the ratio of Boltzmann factors with
thermal energy `g kT / (n + 1)`. -/
theorem shellWeight_ratio (n : ℕ) {g kT : ℝ} (hg : 0 < g) (hkT : 0 < kT) (E h₁ h₂ : ℝ) :
    shellWeight n g kT E h₁ / shellWeight n g kT E h₂ =
      Real.exp (-(h₁ - h₂) / (g * kT / ((n : ℝ) + 1))) := by
  have hne : g * kT ≠ 0 := (mul_pos hg hkT).ne'
  rw [shellWeight_eq n hg hkT, shellWeight_eq n hg hkT, div_div_div_cancel_right₀ hne,
    ← Real.exp_sub]
  congr 1
  rw [div_div_eq_mul_div]
  ring
```

This gives the size of the error when g is set wrongly. Take 64 atoms in an external potential, so that the total momentum is not conserved and all Nf = 192 momenta are independent. (With the total momentum fixed at zero, Nf would be 189.) Sample in virtual time, and set g = 192 where 193 is needed. The weights then belong to 192/193 of the target temperature, so a target of 300 K becomes about 298.4 K. For a single particle with Nf = 3, the same mistake lowers the temperature by a quarter.

## Proportional to exp(−h/kT) only for g = n + 1

Suppose that there is a constant c with ω(E, h) = c exp(−h/kT) for all h. At h = 0 and h = kT this says

ω(E, 0) = c,
ω(E, kT) = c exp(−1).

Eliminating c and multiplying by g kT gives

exp((n + 1)(E − kT)/(g kT)) = exp((n + 1)E/(g kT) − 1).

Equal real exponentials have equal exponents. Multiplying these by g kT,

(n + 1)(E − kT) = (n + 1)E − g kT,

so (n + 1) kT = g kT, and g = n + 1.

Conversely, inserting g = n + 1 into the weight gives

ω(E, h) = exp((E − h)/kT)/((n + 1) kT) = c exp(−h/kT),
c = exp(E/kT)/((n + 1) kT).

```lean
/-- Nosé's condition: for `g, kT > 0` and any total energy `E`, the microcanonical weight with
Jacobian `s ^ n` is proportional to `exp (-h / kT)` as a function of `h` if and only if
`g = n + 1`. -/
theorem canonical_iff (n : ℕ) {g kT : ℝ} (hg : 0 < g) (hkT : 0 < kT) (E : ℝ) :
    (∃ c : ℝ, ∀ h : ℝ, shellWeight n g kT E h = c * Real.exp (-h / kT)) ↔
      g = (n : ℝ) + 1 := by
  have hne : g * kT ≠ 0 := (mul_pos hg hkT).ne'
  constructor
  · rintro ⟨c, hc⟩
    -- compare the weights at h = 0 and h = kT
    have h0 : Real.exp (((n : ℝ) + 1) * (E - 0) / (g * kT)) / (g * kT) = c := by
      rw [← shellWeight_eq n hg hkT, hc 0]
      simp
    have h1 : Real.exp (((n : ℝ) + 1) * (E - kT) / (g * kT)) / (g * kT) =
        c * Real.exp (-1) := by
      rw [← shellWeight_eq n hg hkT, hc kT, neg_div, div_self hkT.ne']
    have key : Real.exp (((n : ℝ) + 1) * (E - kT) / (g * kT)) =
        Real.exp (((n : ℝ) + 1) * (E - 0) / (g * kT) + -1) := by
      rw [Real.exp_add]
      apply (div_left_inj' hne).1
      rw [h1, mul_div_right_comm, h0]
    -- equal exponentials have equal exponents
    have hexp := Real.exp_injective key
    rw [div_add' _ _ _ hne, div_left_inj' hne] at hexp
    exact mul_right_cancel₀ hkT.ne' (by linear_combination hexp)
  · intro hgn
    subst hgn
    refine ⟨Real.exp (E / kT) / (((n : ℝ) + 1) * kT), fun h => ?_⟩
    have e : (E - h) / kT = E / kT + -h / kT := by ring
    rw [shellWeight_eq n hg hkT, mul_div_mul_left _ _ hg.ne', e, Real.exp_add]
    ring
```

The order `∃ c : ℝ, ∀ h : ℝ` says what proportionality means here: c may depend on n, g, kT and E, but one c must serve every h. In the proof, `h0` and `h1` are the two comparisons, `key` is the equation between exponentials, and `Real.exp_injective` passes to the exponents. The second half supplies the constant c found above.

The statement lets h run over all real numbers, while a physical energy usually has a lower bound. This makes no difference to the condition: by the ratio formula, any two different energies already determine g.

With n = Nf, virtual-time sampling requires g = Nf + 1.

## Real-time sampling lowers the condition to g = Nf

For s > 0 and Nf ≥ 1, write Nf = k + 1. Then

s^Nf / s = s^(k+1)/s = s^k.

The real-time weight is thus the earlier weight with n = k, and the condition g = k + 1 reads g = Nf.

```lean
/-- For sampling in real time with `Nf ≥ 1` momenta and `g, kT > 0`, the microcanonical weight is
proportional to `exp (-h / kT)` as a function of `h` if and only if `g = Nf`. -/
theorem realTime_canonical_iff {Nf : ℕ} (hNf : 1 ≤ Nf) {g kT : ℝ} (hg : 0 < g)
    (hkT : 0 < kT) (E : ℝ) :
    (∃ c : ℝ, ∀ h : ℝ, realTimeWeight Nf g kT E h = c * Real.exp (-h / kT)) ↔
      g = (Nf : ℝ) := by
  obtain ⟨k, rfl⟩ : ∃ k, Nf = k + 1 := ⟨Nf - 1, by omega⟩
  -- the factor 1/s lowers the power of the Jacobian by one
  have e : ∀ h, realTimeWeight (k + 1) g kT E h = shellWeight k g kT E h := by
    intro h
    unfold realTimeWeight shellWeight phaseVolume
    congr 1
    funext E'
    rw [accessible_eq hg hkT]
    refine setIntegral_congr_fun measurableSet_Ioc fun s hs => ?_
    have hs0 : s ≠ 0 := hs.1.ne'
    change s ^ (k + 1) / s = s ^ k
    rw [pow_succ, mul_div_assoc, div_self hs0, mul_one]
  simpa only [e, Nat.cast_add, Nat.cast_one] using canonical_iff k hg hkT E

end

end NoseThermostat
```

The proof makes the same substitution. Its step `e` shows that the two weights agree for every h, using that s is nonzero throughout the interval, and `canonical_iff` does the rest.

```lean
#print axioms NoseThermostat.momentum_jacobian
-- 'NoseThermostat.momentum_jacobian' depends on axioms: [propext, Classical.choice, Quot.sound]
#print axioms NoseThermostat.shellWeight_ratio
-- 'NoseThermostat.shellWeight_ratio' depends on axioms: [propext, Classical.choice, Quot.sound]
#print axioms NoseThermostat.realTime_canonical_iff
-- 'NoseThermostat.realTime_canonical_iff' depends on axioms: [propext, Classical.choice, Quot.sound]
```

## Without momenta the real-time volume diverges

The hypothesis Nf ≥ 1 is needed. Take Nf = 0 and g = 1. The real-time volume would be the integral of 1/s from 0 to a, but

∫_ε^a ds/s = ln(a/ε) → ∞ as ε → 0.

The volume is infinite at every total energy, so the weight cannot be obtained as its derivative. The thin shell between E and E + dE still has a finite weight, dE/(g kT), but this is the same for every h and so is not proportional to exp(−h/kT). With the definition by a derivative, the formal equivalence would be false: Lean assigns the value 0 to a divergent integral, so the weight would vanish for all h and c = 0 would make it "proportional" to exp(−h/kT), although g = 1 differs from Nf = 0.

## From the weight of h to a canonical trajectory

For a simulation with a single Nosé thermostat, and provided that the trajectory, followed in virtual time, samples the energy shell uniformly, the result settles which g belongs to which way of averaging. That proviso is ergodicity, a property of the dynamics which can fail, for instance for a single harmonic oscillator; the theorems concern weights and contain no equations of motion.

Nosé's statement about the canonical distribution of positions and real momenta also involves the thermostat momentum p_s, which is still part of h. Since h is the physical energy plus p_s²/(2Q), the factor exp(−h/kT) splits into a product, and the Gaussian integral over p_s gives a constant. What remains is the Boltzmann factor of the physical energy. This last integration is a short calculation by hand that starts where `canonical_iff` ends.
